# An expansion can converge in mean square while its kinetic energy converges to the wrong value

## Does a vanishing mean-square error settle the kinetic energy?

On [0, 2π] the functions sin(nx)/n, with n = 1, 2, 3, …, have squared integral π/n², which tends to 0, yet the integral of their squared derivative is π for every n. I take this to mean that a basis expansion can converge in mean square without its kinetic energy converging to that of the target. Can this be made rigorous, for an actual expansion of a given function, and checked by machine?

## The limit is too high by π/2

Yes. Every twice continuously differentiable real function ψ has an expansion that converges to it in mean square on [0, 2π], while the kinetic energies of the partial sums converge to that of ψ plus π/2.

Write f_n(x) = sin(nx)/n for n ≥ 1, and T(f) = ½ ∫ (f')² for the kinetic energy in atomic units, with all integrals over [0, 2π]. Then f_n'(x) = cos(nx). Since cos²(nx) is the derivative of x/2 + sin(nx) cos(nx)/(2n), and the sine vanishes at both ends,

∫ cos²(nx) dx = π, so T(f_n) = π/2.

From sin² = 1 − cos² it follows that

∫ f_n² dx = (2π − π)/n² = π/n².

After normalisation, f_n has kinetic energy (π/2)/(π/n²) = n²/2.

For the expansion, take χ_0 = ψ + f_1 and χ_k = f_{k+1} − f_k for k ≥ 1, all with coefficient one. The sum telescopes:

S_N = χ_0 + … + χ_N = ψ + f_{N+1}.

The squared error is therefore π/(N+1)², which tends to 0. With n = N + 1, expanding the square gives

T(S_N) = T(ψ) + π/2 + ∫ ψ' cos(nx) dx.

Integrate the cross term by parts. The boundary terms vanish because f_n(0) = f_n(2π) = 0, so

∫ ψ' cos(nx) dx = −∫ ψ'' f_n dx.

If |ψ''| ≤ M on the interval, this is at most 2πM/n in size and tends to 0. Hence T(S_N) → T(ψ) + π/2.

In the Lean file, `ripple n` is f_n, `meanSq` is the squared norm, `kinetic` is T with the actual derivative `deriv`, `basisFn ψ k` is χ_k and `partialSum ψ N` is S_N. The main theorem is `meanSq_convergence_without_kinetic_convergence`. Its hypotheses `h1` and `h2` say that ψ' and ψ'' are the first and second derivatives on the whole real line, and `hc` that ψ'' is continuous. Its conclusion is the pair of limits above. ψ needs to be neither periodic nor normalised. If ψ is normalised, the squared norms of the S_N tend to 1 by the mean-square convergence, so dividing T(S_N) by them leaves the limit T(ψ) + π/2 unchanged; this last remark is not part of the Lean file.

```lean
import Mathlib

open Filter Topology Real

namespace KineticEnergyCompleteness

noncomputable section

/-- The ripple `sin (n x) / n`; for `n = 0`, Lean's division by zero makes it the zero function. -/
def ripple (n : ℕ) (x : ℝ) : ℝ := Real.sin (n * x) / n

/-- The squared norm of a real function on the interval from `0` to `2π`. -/
def meanSq (f : ℝ → ℝ) : ℝ := ∫ x in (0 : ℝ)..(2 * π), f x ^ 2

/-- The kinetic energy on the interval from `0` to `2π`, in atomic units:
half the integral of the squared derivative. -/
def kinetic (f : ℝ → ℝ) : ℝ := (1 / 2) * ∫ x in (0 : ℝ)..(2 * π), deriv f x ^ 2

/-- Expansion functions for a target `ψ`: the first is `ψ` plus the first ripple,
the later ones are differences of consecutive ripples. -/
def basisFn (ψ : ℝ → ℝ) : ℕ → ℝ → ℝ
  | 0 => fun x => ψ x + ripple 1 x
  | k + 1 => fun x => ripple (k + 1 + 1) x - ripple (k + 1) x

/-- The expansion truncated after the function number `N`, all coefficients being one. -/
def partialSum (ψ : ℝ → ℝ) (N : ℕ) (x : ℝ) : ℝ :=
  ∑ k ∈ Finset.range (N + 1), basisFn ψ k x

/-- The sine of wave number `n` vanishes at the right end of the interval. -/
lemma sin_period (n : ℕ) : Real.sin (n * (2 * π)) = 0 := by
  rw [show (n : ℝ) * (2 * π) = ((2 * n : ℕ) : ℝ) * π by push_cast; ring]
  exact Real.sin_nat_mul_pi _

/-- The derivative of the ripple of nonzero wave number `n` is `cos (n x)`. -/
theorem ripple_hasDerivAt {n : ℕ} (hn : n ≠ 0) (x : ℝ) :
    HasDerivAt (ripple n) (Real.cos (n * x)) x := by
  have hn' : (n : ℝ) ≠ 0 := Nat.cast_ne_zero.mpr hn
  have hl : HasDerivAt (fun y : ℝ => (n : ℝ) * y) n x := by
    simpa using (hasDerivAt_id' x).const_mul (n : ℝ)
  exact (hl.sin.div_const (n : ℝ)).congr_deriv (by field_simp)

/-- The squared cosine of any nonzero wave number integrates to `π`. -/
lemma cos_sq_integral {n : ℕ} (hn : n ≠ 0) :
    ∫ x in (0 : ℝ)..(2 * π), Real.cos (n * x) ^ 2 = π := by
  have hn' : (n : ℝ) ≠ 0 := Nat.cast_ne_zero.mpr hn
  -- an explicit antiderivative
  have hd : ∀ x ∈ Set.uIcc (0 : ℝ) (2 * π), HasDerivAt
      (fun y : ℝ => y / 2 + Real.sin (n * y) * Real.cos (n * y) / (2 * n))
      (Real.cos (n * x) ^ 2) x := by
    intro x _
    have hl : HasDerivAt (fun y : ℝ => (n : ℝ) * y) n x := by
      simpa using (hasDerivAt_id' x).const_mul (n : ℝ)
    refine (((hasDerivAt_id' x).div_const 2).fun_add
      ((hl.sin.fun_mul hl.cos).div_const (2 * (n : ℝ)))).congr_deriv ?_
    have hs := Real.sin_sq_add_cos_sq (n * x)
    have e : (Real.cos (n * x) * n * Real.cos (n * x)
        + Real.sin (n * x) * (-Real.sin (n * x) * n)) / (2 * n)
        = (Real.cos (n * x) ^ 2 - Real.sin (n * x) ^ 2) / 2 := by
      field_simp
      ring
    linear_combination e - hs / 2
  rw [intervalIntegral.integral_eq_sub_of_hasDerivAt hd
    (Continuous.intervalIntegrable (by fun_prop) _ _)]
  simp only [sin_period, mul_zero, Real.sin_zero, zero_mul, zero_div]
  ring

/-- The squared norm of the ripple of nonzero wave number `n`, multiplied by `n ^ 2`, is `π`. -/
theorem meanSq_ripple {n : ℕ} (hn : n ≠ 0) : (n : ℝ) ^ 2 * meanSq (ripple n) = π := by
  have hn' : (n : ℝ) ≠ 0 := Nat.cast_ne_zero.mpr hn
  have hpt : ∀ x, ripple n x ^ 2 = (1 / (n : ℝ) ^ 2) * (1 - Real.cos (n * x) ^ 2) := by
    intro x
    rw [ripple, div_pow, Real.sin_sq]
    ring
  have hI : ∫ x in (0 : ℝ)..(2 * π), (1 - Real.cos (n * x) ^ 2) = π := by
    rw [intervalIntegral.integral_sub, cos_sq_integral hn, intervalIntegral.integral_const,
      smul_eq_mul]
    · ring
    · exact continuous_const.intervalIntegrable _ _
    · exact Continuous.intervalIntegrable (by fun_prop) _ _
  simp only [meanSq, hpt]
  rw [intervalIntegral.integral_const_mul, hI]
  field_simp

/-- Every ripple of nonzero wave number has kinetic energy `π / 2`. -/
theorem kinetic_ripple {n : ℕ} (hn : n ≠ 0) : kinetic (ripple n) = π / 2 := by
  have hd : ∀ x, deriv (ripple n) x = Real.cos (n * x) :=
    fun x => (ripple_hasDerivAt hn x).deriv
  simp only [kinetic, hd]
  rw [cos_sq_integral hn]
  ring

/-- The ripples tend to zero in mean square. -/
theorem meanSq_ripple_tendsto :
    Tendsto (fun N : ℕ => meanSq (ripple (N + 1))) atTop (𝓝 0) := by
  have e : ∀ N : ℕ, meanSq (ripple (N + 1)) = π * (1 / ((N : ℝ) + 1)) ^ 2 := by
    intro N
    have hp : (N : ℝ) + 1 ≠ 0 := by positivity
    have h := meanSq_ripple (Nat.succ_ne_zero N)
    rw [Nat.cast_succ] at h
    rw [← h]
    field_simp
  have h := ((tendsto_one_div_add_atTop_nhds_zero_nat (𝕜 := ℝ)).pow 2).const_mul π
  rw [zero_pow two_ne_zero, mul_zero] at h
  exact h.congr fun N => (e N).symm

/-- The overlap of a continuously differentiable function with `cos (n x)` on the interval
tends to zero as the wave number grows. -/
theorem overlap_tendsto {p q : ℝ → ℝ} (hp : ∀ x, HasDerivAt p (q x) x) (hq : Continuous q) :
    Tendsto (fun N : ℕ => ∫ x in (0 : ℝ)..(2 * π), p x * Real.cos ((N + 1 : ℕ) * x))
      atTop (𝓝 0) := by
  have hpc : Continuous p := continuous_iff_continuousAt.2 fun x => (hp x).continuousAt
  -- integration by parts; the ripple vanishes at both ends
  have parts : ∀ n : ℕ, n ≠ 0 → ∫ x in (0 : ℝ)..(2 * π), p x * Real.cos (n * x)
      = -∫ x in (0 : ℝ)..(2 * π), q x * ripple n x := by
    intro n hn
    have hr : Continuous (ripple n) :=
      continuous_iff_continuousAt.2 fun x => (ripple_hasDerivAt hn x).continuousAt
    have h1 : ripple n (2 * π) = 0 := by rw [ripple, sin_period, zero_div]
    have h0 : ripple n 0 = 0 := by simp [ripple]
    have key := intervalIntegral.integral_eq_sub_of_hasDerivAt (a := 0) (b := 2 * π)
      (f := fun y => p y * ripple n y)
      (f' := fun x => q x * ripple n x + p x * Real.cos (n * x))
      (fun x _ => (hp x).fun_mul (ripple_hasDerivAt hn x))
      (Continuous.intervalIntegrable (by fun_prop) _ _)
    have i1 : IntervalIntegrable (fun x => q x * ripple n x) MeasureTheory.volume
        0 (2 * π) := Continuous.intervalIntegrable (by fun_prop) _ _
    have i2 : IntervalIntegrable (fun x => p x * Real.cos (n * x)) MeasureTheory.volume
        0 (2 * π) := Continuous.intervalIntegrable (by fun_prop) _ _
    rw [intervalIntegral.integral_add i1 i2] at key
    simp only [h1, h0, mul_zero, sub_zero] at key
    linarith
  obtain ⟨C, hC⟩ := (isCompact_uIcc (a := (0 : ℝ)) (b := 2 * π)).exists_bound_of_continuousOn
    hq.continuousOn
  have h0 := ((tendsto_one_div_add_atTop_nhds_zero_nat (𝕜 := ℝ)).const_mul C).mul_const
    |2 * π - 0|
  rw [mul_zero, zero_mul] at h0
  refine squeeze_zero_norm (fun N => ?_) h0
  rw [parts (N + 1) (Nat.succ_ne_zero N), norm_neg]
  refine intervalIntegral.norm_integral_le_of_norm_le_const fun x hx => ?_
  have hq' := hC x (Set.uIoc_subset_uIcc hx)
  have hpos : (0 : ℝ) < (N : ℝ) + 1 := by positivity
  have hb : ‖ripple (N + 1) x‖ ≤ 1 / ((N : ℝ) + 1) := by
    rw [ripple, Nat.cast_succ, Real.norm_eq_abs, abs_div, abs_of_pos hpos]
    exact div_le_div_of_nonneg_right (Real.abs_sin_le_one _) hpos.le
  rw [norm_mul]
  exact mul_le_mul hq' hb (norm_nonneg _) ((norm_nonneg _).trans hq')

/-- The truncated expansion equals the target plus one ripple. -/
theorem partialSum_eq (ψ : ℝ → ℝ) (N : ℕ) (x : ℝ) :
    partialSum ψ N x = ψ x + ripple (N + 1) x := by
  induction N with
  | zero => simp [partialSum, basisFn]
  | succ N ih =>
    unfold partialSum at ih ⊢
    rw [Finset.sum_range_succ, ih]
    simp only [basisFn]
    ring

/-- For every twice continuously differentiable target `ψ`, the expansion converges to `ψ` in
mean square, while its kinetic energy converges to that of `ψ` plus `π / 2`. -/
theorem meanSq_convergence_without_kinetic_convergence {ψ ψ' ψ'' : ℝ → ℝ}
    (h1 : ∀ x, HasDerivAt ψ (ψ' x) x) (h2 : ∀ x, HasDerivAt ψ' (ψ'' x) x)
    (hc : Continuous ψ'') :
    Tendsto (fun N => meanSq (fun x => partialSum ψ N x - ψ x)) atTop (𝓝 0) ∧
    Tendsto (fun N => kinetic (partialSum ψ N)) atTop (𝓝 (kinetic ψ + π / 2)) := by
  have hp : Continuous ψ' := continuous_iff_continuousAt.2 fun x => (h2 x).continuousAt
  constructor
  · refine meanSq_ripple_tendsto.congr fun N => ?_
    simp only [meanSq, partialSum_eq, add_sub_cancel_left]
  · -- kinetic energy of the truncated expansion: target, ripple and cross term
    have e : ∀ N : ℕ, kinetic (partialSum ψ N) = kinetic ψ + π / 2
        + ∫ x in (0 : ℝ)..(2 * π), ψ' x * Real.cos ((N + 1 : ℕ) * x) := by
      intro N
      have hN : N + 1 ≠ 0 := Nat.succ_ne_zero N
      have hf : partialSum ψ N = fun x => ψ x + ripple (N + 1) x :=
        funext (partialSum_eq ψ N)
      rw [hf]
      generalize N + 1 = n at hN ⊢
      have hd : ∀ x, deriv (fun y => ψ y + ripple n y) x = ψ' x + Real.cos (n * x) :=
        fun x => ((h1 x).fun_add (ripple_hasDerivAt hN x)).deriv
      have hd0 : ∀ x, deriv ψ x = ψ' x := fun x => (h1 x).deriv
      have hexp : ∀ x, (ψ' x + Real.cos (n * x)) ^ 2
          = (ψ' x ^ 2 + Real.cos (n * x) ^ 2) + 2 * (ψ' x * Real.cos (n * x)) :=
        fun x => by ring
      simp only [kinetic, hd, hd0, hexp]
      rw [intervalIntegral.integral_add, intervalIntegral.integral_add,
        intervalIntegral.integral_const_mul, cos_sq_integral hN]
      · ring
      all_goals exact Continuous.intervalIntegrable (by fun_prop) _ _
    have h := (overlap_tendsto h2 hc).const_add (kinetic ψ + π / 2)
    rw [add_zero] at h
    exact h.congr fun N => (e N).symm

/-- No constant bounds the kinetic energy by the squared norm, even among the ripples. -/
theorem kinetic_not_bounded_by_meanSq (C : ℝ) :
    ∃ n : ℕ, n ≠ 0 ∧ C * meanSq (ripple n) < kinetic (ripple n) := by
  have h := meanSq_ripple_tendsto.const_mul C
  rw [mul_zero] at h
  obtain ⟨N, hN⟩ := (h.eventually_lt_const (half_pos Real.pi_pos)).exists
  refine ⟨N + 1, Nat.succ_ne_zero N, ?_⟩
  rw [kinetic_ripple (Nat.succ_ne_zero N)]
  exact hN

end

end KineticEnergyCompleteness
```

```lean
#print axioms KineticEnergyCompleteness.meanSq_convergence_without_kinetic_convergence
-- 'KineticEnergyCompleteness.meanSq_convergence_without_kinetic_convergence' depends on axioms: [propext, Classical.choice, Quot.sound]
#print axioms KineticEnergyCompleteness.kinetic_not_bounded_by_meanSq
-- 'KineticEnergyCompleteness.kinetic_not_bounded_by_meanSq' depends on axioms: [propext, Classical.choice, Quot.sound]
```

The proof follows the calculation by hand:

- `ripple_hasDerivAt` differentiates f_n, and `cos_sq_integral` applies the fundamental theorem of calculus to the explicit antiderivative. `meanSq_ripple` and `kinetic_ripple` then give the two values, the first in the form n² ∫ f_n² = π, and `meanSq_ripple_tendsto` takes the limit.
- `overlap_tendsto` treats the cross term, with p = ψ' and q = ψ''. It integrates the derivative of p·f_n, bounds q by compactness of the interval, and finishes with `squeeze_zero_norm`.
- `partialSum_eq` proves the telescoping by induction on N.
- The main theorem rewrites the error as a single ripple for the first limit. For the second, it expands the squared derivative and adds the limit of the cross term.
- `kinetic_not_bounded_by_meanSq` draws a consequence: for any constant C, some ripple has kinetic energy above C times its squared norm. Its squared norm can be made as small as needed while its kinetic energy stays at π/2.

The condition n ≠ 0 in the ripple theorems matters. Lean evaluates division by zero as 0, so `ripple 0` is the zero function. Its kinetic energy is 0 instead of π/2, and n² ∫ f_n² is 0 instead of π.

The expansion functions are built from the target, and their coefficients are fixed at one, not optimised variationally. They need not be linearly independent: for ψ = −f_1 the first one is zero. For basis-set quality in electronic structure, this one-dimensional model without a potential shows that a small mean-square error in a wavefunction does not by itself certify its kinetic energy.
